# Unfolding weights of an S-normalised state are nonnegative and sum to one when the overlap S commutes with the translation

Q: Take two primitive cells with one orbital each. How much of a supercell state belongs to each of the two primitive wavevectors, and why should the overlap matter?

A: Let \(T\) swap the orbitals, and let
\[
S=\begin{pmatrix}4&3\\3&4\end{pmatrix},\qquad u=\begin{pmatrix}1/2\\0\end{pmatrix},\qquad \langle u,Su\rangle=1 .
\]
The even and odd parts of \(u\) are \(P_0u=(1/4,1/4)\) and \(P_1u=(1/4,-1/4)\). \(S\) multiplies them by 7 and 1, so the weights \(\langle u,SP_ku\rangle\) are \(7/8\) and \(1/8\). Without \(S\) both are \(1/8\), with sum \(\|u\|^2=1/4\). Rescaling that sum to one gives \(1/2\) each, which is still the wrong distribution.

Q: What are the objects for \(N\) cells?

A: With \(z=e^{-2\pi i/N}\), they are
\[
P_k=\frac1N\sum_{j=0}^{N-1}z^{jk}T^j,\qquad w_k=\langle u,SP_ku\rangle,\qquad k=0,\dots,N-1 .
\]
In Lean, \(z\) is `phase N`, \(P_k\) is `blochProjector T k` and \(w_k\) is `unfoldingWeight S T k u`. Here \(T\) translates by one primitive cell, \(S\) is the overlap matrix, states are finite coefficient vectors `n → ℂ`, and `k : Fin N` labels the wavevector. The translation is taken to be unitary with \(T^N=1\), and \(P_k\) then selects its eigenvalue \(e^{+2\pi ik/N}\); whether that means \(+k\) or \(-k\) depends on the direction in which \(T\) shifts functions.

```lean
import Mathlib

open Matrix
open scoped ComplexOrder

namespace PAWUnfolding

noncomputable section

variable {n : Type*} [Fintype n] [DecidableEq n] {N : ℕ}

/-- The elementary Bloch phase `exp(-2πi/N)` of a supercell of `N ≥ 1` primitive cells. -/
def phase (N : ℕ) : ℂ := Complex.exp (-(2 * Real.pi * Complex.I / N))

/-- The unfolding projector `P_k = (1/N) ∑_j exp(-2πi jk/N) T^j`, for `k = 0, ..., N-1`. -/
def blochProjector (T : Matrix n n ℂ) (k : Fin N) : Matrix n n ℂ :=
  (1 / N : ℂ) • ∑ j ∈ Finset.range N, phase N ^ (j * k) • T ^ j

/-- The unfolding weight `⟨u, S P_k u⟩` of the state `u` with overlap matrix `S`. -/
def unfoldingWeight (S T : Matrix n n ℂ) (k : Fin N) (u : n → ℂ) : ℂ :=
  star u ⬝ᵥ S *ᵥ (blochProjector T k *ᵥ u)
```

Q: \(SP_k\) is a product of two matrices. Why should its expectation value be real, let alone nonnegative?

A: Absorb the phase: \(A=z^kT\) is unitary, \(A^N=1\), and \(P_k=\frac1N\sum_{j=0}^{N-1}A^j\). Multiplying by \(A\) only shifts the powers cyclically, so \(AP_k=P_k\). Since \(S\) commutes with \(A\),
\[
A\,SP_k=SAP_k=SP_k,\qquad\text{hence}\qquad A^\dagger SP_k=SP_k .
\]
Every power of \(A^\dagger\) therefore fixes \(SP_k\). Averaging these powers gives \(P_k^\dagger\), so
\[
P_k^\dagger SP_k=SP_k,\qquad w_k=\langle P_ku,\,S\,P_ku\rangle .
\]
Positive definiteness makes this nonnegative, and zero exactly when \(P_ku=0\).

The first two lemmas below supply the phase facts. In the third, `hAP` is the cyclic shift, obtained by splitting a sum of \(N+1\) powers at either end; `hAB` moves to \(A^\dagger\), and `hpow` is the induction over its powers.

```lean
/-- For `N ≥ 1`, the elementary Bloch phase is a primitive `N`-th root of unity. -/
theorem phase_primitive (hN : N ≠ 0) : IsPrimitiveRoot (phase N) N := by
  rw [phase, Complex.exp_neg]
  exact (Complex.isPrimitiveRoot_exp N hN).inv

/-- For `N ≥ 1`, the `N`-th power of every natural power of the Bloch phase is one. -/
theorem phase_pow_pow (hN : N ≠ 0) (m : ℕ) : (phase N ^ m) ^ N = 1 := by
  rw [← pow_mul, mul_comm, pow_mul, (phase_primitive hN).pow_eq_one, one_pow]

/-- If `T` is unitary with `T^N = 1` and `S` commutes with `T`, then `S P_k = P_k† S P_k`. -/
theorem overlap_mul_projector {S T : Matrix n n ℂ} (k : Fin N) (hT : Tᴴ * T = 1)
    (hTN : T ^ N = 1) (hST : S * T = T * S) :
    S * blochProjector T k = (blochProjector T k)ᴴ * S * blochProjector T k := by
  have hN : N ≠ 0 := (Fin.pos k).ne'
  have hz := phase_pow_pow hN (k : ℕ)
  have hnorm : ‖phase N ^ (k : ℕ)‖ = 1 :=
    (pow_eq_one_iff_of_nonneg (norm_nonneg _) hN).mp (by rw [← norm_pow, hz, norm_one])
  have hzz : star (phase N ^ (k : ℕ)) * phase N ^ (k : ℕ) = 1 :=
    (Complex.conj_mul' _).trans (by rw [hnorm]; norm_num)
  -- absorb the phase into the translation
  obtain ⟨A, hA⟩ : ∃ A, A = phase N ^ (k : ℕ) • T := ⟨_, rfl⟩
  have hAA : Aᴴ * A = 1 := by
    rw [hA, Matrix.conjTranspose_smul, Matrix.smul_mul, Matrix.mul_smul, smul_smul, hzz, hT,
      one_smul]
  have hAN : A ^ N = 1 := by rw [hA, smul_pow, hz, hTN, one_smul]
  have hSA : S * A = A * S := by rw [hA, Matrix.mul_smul, Matrix.smul_mul, hST]
  have hP : blochProjector T k = (1 / N : ℂ) • ∑ j ∈ Finset.range N, A ^ j := by
    rw [blochProjector, hA]
    congr 1
    exact Finset.sum_congr rfl fun j _ => by rw [smul_pow, ← pow_mul, mul_comm j]
  generalize blochProjector T k = P at hP ⊢
  -- the average over all translations is invariant under `A`
  have hAP : A * P = P := by
    have h1 := Finset.sum_range_succ (fun j => A ^ j) N
    have h2 := Finset.sum_range_succ' (fun j => A ^ j) N
    simp only [hAN, pow_zero] at h1 h2
    rw [hP, Matrix.mul_smul, Finset.mul_sum]
    congr 1
    exact (Finset.sum_congr rfl fun j _ => (pow_succ' A j).symm).trans
      (add_right_cancel (h2.symm.trans h1))
  -- hence `S P` is invariant under `A†` and all its powers
  have hB : A * (S * P) = S * P := by rw [← mul_assoc, ← hSA, mul_assoc, hAP]
  have hAB : Aᴴ * (S * P) = S * P := by
    calc Aᴴ * (S * P) = Aᴴ * (A * (S * P)) := by rw [hB]
      _ = S * P := by rw [← mul_assoc, hAA, one_mul]
  have hpow : ∀ j : ℕ, Aᴴ ^ j * (S * P) = S * P := by
    intro j
    induction j with
    | zero => rw [pow_zero, one_mul]
    | succ j ih => rw [pow_succ, mul_assoc, hAB, ih]
  have hPH : Pᴴ = (1 / N : ℂ) • ∑ j ∈ Finset.range N, Aᴴ ^ j := by
    rw [hP, Matrix.conjTranspose_smul, Matrix.conjTranspose_sum]
    simp [Matrix.conjTranspose_pow]
  rw [mul_assoc, hPH, Matrix.smul_mul, Finset.sum_mul,
    Finset.sum_congr rfl (fun j _ => hpow j), Finset.sum_const, Finset.card_range,
    ← Nat.cast_smul_eq_nsmul ℂ, smul_smul, one_div,
    inv_mul_cancel₀ (Nat.cast_ne_zero.mpr hN), one_smul]
```

Q: And the sum rule?

A: For \(0<j<N\) we have \(z^j\ne1\), while
\[
(z^j-1)\sum_{k=0}^{N-1}z^{jk}=z^{jN}-1=0 .
\]
The sum over \(k\) thus vanishes unless \(j=0\), where it equals \(N\). Hence \(\sum_kP_k=1\) and \(\sum_kw_k=\langle u,Su\rangle\), for any matrices \(S\) and \(T\). In Lean, `hgeo` is the geometric sum, `hsum` is the completeness relation, and the additive map `f` carries it over to the weights.

```lean
/-- For `N ≥ 1` and any matrices `S` and `T`, the weights `⟨u, S P_k u⟩` sum to `⟨u, S u⟩`. -/
theorem sum_unfoldingWeight (hN : N ≠ 0) (S T : Matrix n n ℂ) (u : n → ℂ) :
    ∑ k : Fin N, unfoldingWeight S T k u = star u ⬝ᵥ S *ᵥ u := by
  -- summing the phases over `k` leaves only the term without translation
  have hin : ∀ j ∈ Finset.range N, ∑ k : Fin N, phase N ^ (j * k) • T ^ j =
      if j = 0 then (N : ℂ) • (1 : Matrix n n ℂ) else 0 := by
    intro j hj
    rw [← Finset.sum_smul]
    split_ifs with h
    · subst h
      simp
    · have hne : phase N ^ j ≠ 1 := fun h1 =>
        not_le_of_gt (Finset.mem_range.mp hj) (Nat.le_of_dvd (Nat.pos_of_ne_zero h)
          (((phase_primitive hN).pow_eq_one_iff_dvd j).mp h1))
      have hgeo := mul_geom_sum (phase N ^ j) N
      rw [phase_pow_pow hN, sub_self] at hgeo
      have h0 := (mul_eq_zero.mp hgeo).resolve_left (sub_ne_zero.mpr hne)
      rw [Finset.sum_range] at h0
      simp only [pow_mul, h0, zero_smul]
  have hsum : ∑ k : Fin N, blochProjector T k = 1 := by
    simp only [blochProjector]
    rw [← Finset.smul_sum, Finset.sum_comm, Finset.sum_congr rfl hin, Finset.sum_ite_eq',
      if_pos (Finset.mem_range.mpr (Nat.pos_of_ne_zero hN)), smul_smul, one_div,
      inv_mul_cancel₀ (Nat.cast_ne_zero.mpr hN), one_smul]
  let f : Matrix n n ℂ →+ ℂ :=
    { toFun := fun M => star u ⬝ᵥ S *ᵥ (M *ᵥ u)
      map_zero' := by simp
      map_add' := fun A B => by rw [Matrix.add_mulVec, Matrix.mulVec_add, dotProduct_add] }
  calc ∑ k : Fin N, unfoldingWeight S T k u = f (∑ k : Fin N, blochProjector T k) :=
        (map_sum f (fun k => blochProjector T k) Finset.univ).symm
    _ = star u ⬝ᵥ S *ᵥ u := by
        rw [hsum]
        change star u ⬝ᵥ S *ᵥ ((1 : Matrix n n ℂ) *ᵥ u) = _
        rw [Matrix.one_mulVec]
```

Q: Now read me the main theorem. Which physics does it assume?

A: `hT` says that \(T\) is unitary, and `hTN` that \(N\) translations return the state to itself, as for a supercell state at zero supercell wavevector along that direction. At another supercell wavevector \(T^N=e^{i\theta}\) with a real \(\theta\), and \(e^{-i\theta/N}T\) meets the conditions in place of \(T\). `hS` makes \(S\) positive definite, `hST` makes it commute with \(T\), and `hu` normalises \(u\) with \(S\). The conclusions are nonnegativity, the vanishing criterion, total weight one, and \(\sum_i|u_i|^2\) when \(S\) is replaced by `1`. The order on ℂ makes `0 ≤` mean real and nonnegative.

The proof first establishes `hw`, the squared \(S\)-norm formula, then applies positivity and the sum rule.

```lean
/-- Let `T` be unitary with `T^N = 1`, `N ≥ 1`, let `S` be positive definite and commute with `T`,
and let `⟨u, S u⟩ = 1`. The weights `⟨u, S P_k u⟩` are nonnegative, vanish exactly when
`P_k u = 0`, and sum to one; without `S` they sum to the squared norm of `u`. -/
theorem paw_unfolding_weights (hN : N ≠ 0) {S T : Matrix n n ℂ} (hT : Tᴴ * T = 1)
    (hTN : T ^ N = 1) (hS : S.PosDef) (hST : S * T = T * S) (u : n → ℂ)
    (hu : star u ⬝ᵥ S *ᵥ u = 1) :
    (∀ k : Fin N, 0 ≤ unfoldingWeight S T k u) ∧
    (∀ k : Fin N, unfoldingWeight S T k u = 0 ↔ blochProjector T k *ᵥ u = 0) ∧
    ∑ k : Fin N, unfoldingWeight S T k u = 1 ∧
    ∑ k : Fin N, unfoldingWeight 1 T k u = ((∑ i, ‖u i‖ ^ 2 : ℝ) : ℂ) := by
  -- each weight is the squared `S`-norm of the projected state
  have hw : ∀ k : Fin N, unfoldingWeight S T k u =
      star (blochProjector T k *ᵥ u) ⬝ᵥ S *ᵥ (blochProjector T k *ᵥ u) := by
    intro k
    rw [unfoldingWeight, Matrix.star_mulVec, ← Matrix.dotProduct_mulVec]
    simp only [Matrix.mulVec_mulVec, ← mul_assoc]
    rw [← overlap_mul_projector k hT hTN hST]
  refine ⟨fun k => ?_, fun k => ⟨fun h => ?_, fun h => ?_⟩, ?_, ?_⟩
  · rw [hw]
    exact hS.posSemidef.dotProduct_mulVec_nonneg _
  · by_contra hne
    rw [hw] at h
    exact (hS.dotProduct_mulVec_pos hne).ne' h
  · rw [unfoldingWeight, h, Matrix.mulVec_zero, dotProduct_zero]
  · rw [sum_unfoldingWeight hN, hu]
  · rw [sum_unfoldingWeight hN, Matrix.one_mulVec]
    push_cast
    simp only [dotProduct]
    exact Finset.sum_congr rfl fun i _ => Complex.conj_mul' (u i)
```

Q: Supercells are often built to hold a defect. Does `hST` survive that?

A: Often not. It requires the projector augmented-wave (PAW) overlap correction \(S-1\) to repeat with the primitive cell, which a displaced or substituted atom generally spoils. The sum rule still holds then, but this theorem no longer gives nonnegativity. No Hamiltonian appears, so the potential itself may break the translation symmetry.

Q: Where does PAW itself enter?

A: Through an identification you must supply: \(u\) holds pseudo-wave coefficients in an orthonormal basis, and \(S\) is the matrix of the PAW overlap operator there. Given that, and an \(S\) that is positive definite and commutes with \(T\), unfolded spectral weights along one translation direction in a finite basis can be read as probabilities.

Q: Is the two-orbital example checked too?

A: Yes, including the conditions on \(S\) and \(T\). Positive definiteness follows from writing \(S=1+B^\dagger B\), with \(B\) the \(3\times2\) matrix of ones; the rest is evaluated entry by entry.

```lean
/-- The translation of a doubled cell with one orbital per primitive cell. -/
def cellT : Matrix (Fin 2) (Fin 2) ℂ := !![0, 1; 1, 0]

/-- An overlap matrix for the two orbitals of the doubled cell. -/
def cellS : Matrix (Fin 2) (Fin 2) ℂ := !![4, 3; 3, 4]

/-- The doubled cell meets all conditions on `T` and `S`. The state `u = (1/2, 0)` has
`⟨u, S u⟩ = 1` and weights `7/8` and `1/8`, while omitting `S` gives `1/8` and `1/8`. -/
theorem paw_unfolding_weights_witness :
    cellS.PosDef ∧ cellTᴴ * cellT = 1 ∧ cellT ^ 2 = 1 ∧ cellS * cellT = cellT * cellS ∧
    star ![(1/2 : ℂ), 0] ⬝ᵥ cellS *ᵥ ![1/2, 0] = 1 ∧
    unfoldingWeight (N := 2) cellS cellT 0 ![1/2, 0] = 7/8 ∧
    unfoldingWeight (N := 2) cellS cellT 1 ![1/2, 0] = 1/8 ∧
    unfoldingWeight (N := 2) 1 cellT 0 ![1/2, 0] = 1/8 ∧
    unfoldingWeight (N := 2) 1 cellT 1 ![1/2, 0] = 1/8 := by
  have h1 : phase 2 = -1 := by
    have e : 2 * Real.pi * Complex.I / ((2 : ℕ) : ℂ) = Real.pi * Complex.I := by
      push_cast
      ring
    rw [phase, e, Complex.exp_neg, Complex.exp_pi_mul_I]
    norm_num
  have p0 : blochProjector (N := 2) cellT 0 = !![1/2, 1/2; 1/2, 1/2] := by
    ext i j
    fin_cases i <;> fin_cases j <;> simp [blochProjector, cellT, Finset.sum_range_succ]
  have p1 : blochProjector (N := 2) cellT 1 = !![1/2, -(1/2); -(1/2), 1/2] := by
    ext i j
    fin_cases i <;> fin_cases j <;> simp [blochProjector, cellT, Finset.sum_range_succ, h1]
  have hc : star (1/2 : ℂ) = 1/2 := by
    have h := Complex.conj_ofReal (1/2)
    push_cast at h
    exact h
  have hs : star ![(1/2 : ℂ), 0] = ![1/2, 0] := by
    ext i
    fin_cases i
    · exact hc
    · exact star_zero ℂ
  refine ⟨?_, ?_, ?_, ?_, ?_, ?_, ?_, ?_, ?_⟩
  · -- `S` is the identity plus a Gram matrix
    obtain ⟨B, hB⟩ : ∃ B : Matrix (Fin 3) (Fin 2) ℂ, ∀ i j, B i j = 1 :=
      ⟨fun _ _ => 1, fun _ _ => rfl⟩
    have h : cellS = 1 + Bᴴ * B := by
      ext i j
      fin_cases i <;> fin_cases j <;>
        norm_num [cellS, hB, Matrix.mul_apply, Matrix.conjTranspose_apply]
    rw [h]
    exact Matrix.PosDef.one.add_posSemidef (Matrix.posSemidef_conjTranspose_mul_self B)
  · ext i j
    fin_cases i <;> fin_cases j <;> simp [cellT, Matrix.mul_apply, Fin.sum_univ_two]
  · ext i j
    fin_cases i <;> fin_cases j <;> simp [cellT, pow_two, Matrix.mul_apply, Fin.sum_univ_two]
  · ext i j
    fin_cases i <;> fin_cases j <;> simp [cellS, cellT, Matrix.mul_apply, Fin.sum_univ_two]
  all_goals
    simp only [unfoldingWeight, Matrix.one_mulVec, hs, p0, p1]
    norm_num [cellS, Matrix.mulVec, dotProduct, Fin.sum_univ_two]

end

end PAWUnfolding
```

```lean
#print axioms PAWUnfolding.paw_unfolding_weights
-- 'PAWUnfolding.paw_unfolding_weights' depends on axioms: [propext, Classical.choice, Quot.sound]
```
